# The diagonal-only occupation functional is not rotation invariant

## Physical setting

Let \(n\) be the occupation matrix of a finite set of localized orbitals on one site, for one spin. Define

\[ D(n)=\sum_i n_{ii}(1-n_{ii}), \qquad T(n)=\operatorname{Tr}(n-n^2). \]

For two orbitals, with \(c=\cos t\) and \(s=\sin t\),

\[ R(t)=\begin{pmatrix} c&-s\\ s&c\end{pmatrix}, \qquad n(a,b,t)=R(t)\,\mathrm{diag}(a,b)\,R(t)^{T}. \]

The orbital with occupation \(a\) then has components \((c,s)\). In the simplified one-parameter form of the Hubbard correction to density functional theory, each site and spin contributes \(\tfrac12 U_{\rm eff}\,T(n)\), where \(U_{\rm eff}\) is the effective on-site interaction parameter. Replacing \(T\) by \(D\) in that form makes the energy depend, in general, on the orthonormal basis chosen for the orbitals.

## Statement

1. If \(VU=1\), then \(T(UnV)=T(n)\).
2. For any \(n\), \(D(n)-T(n)=\sum_{i\ne j}n_{ij}n_{ji}\).
3. For Hermitian \(n\) this difference is \(\sum_{i\neq j}|n_{ij}|^2\), so \(\operatorname{Re}T\le\operatorname{Re}D\), and \(D=T\) exactly when \(n\) is diagonal.
4. \(T(n(a,b,t))=a(1-a)+b(1-b)\), and \(D(n(a,b,t))\) equals this plus \(\tfrac12(a-b)^2\sin^2 2t\).
5. \(D(n(1,0,t))=\tfrac12\sin^2 2t\) and \(T(n(1,0,t))=0\) for all \(t\). Also \(D(\mathrm{diag}(1,0))=0\), while \(D=\tfrac12\) at \(t=\pi/4\). Hence \(D\) is not invariant under orthogonal conjugation of real symmetric idempotent \(2\times2\) matrices.
6. \(D(n(a,b,t))=D(\mathrm{diag}(a,b))\) for all \(t\) if and only if \(a=b\).

## Derivation

For item 1, \((UnV)^2=Un(VU)nV=Un^2V\), so \(UnV-(UnV)^2=U(n-n^2)V\). Cyclicity of the trace gives \(\operatorname{Tr}[U(n-n^2)V]=\operatorname{Tr}[VU(n-n^2)]=T(n)\).

For item 2, split \((n^2)_{ii}=n_{ii}^2+\sum_{j\ne i}n_{ij}n_{ji}\). The linear terms cancel in the difference:

\[ D-T=\sum_i\big[(n^2)_{ii}-n_{ii}^2\big]=\sum_i\sum_{j\neq i}n_{ij}n_{ji}. \]

For item 3, \(n_{ji}=\overline{n_{ij}}\) turns each term into \(|n_{ij}|^2\ge0\). The sum is non-negative, and it vanishes exactly when every off-diagonal entry does.

For item 4, \(R^TR\) has diagonal entries \(c^2+s^2=1\) and off-diagonal entries \(-cs+sc=0\). Item 1 with \(U=R\), \(V=R^T\) gives \(T(n(a,b,t))=T(\mathrm{diag}(a,b))=a(1-a)+b(1-b)\). Multiplying out,

\[ n(a,b,t)=\begin{pmatrix} ac^2+bs^2&(a-b)cs\\ (a-b)cs&as^2+bc^2\end{pmatrix}. \]

Call the diagonal entries \(p\) and \(q\). Then \(p+q=a+b\), and with \(c^4+s^4=1-2c^2s^2\),

\[ p^2+q^2=(a^2+b^2)(c^4+s^4)+4ab\,c^2s^2=a^2+b^2-2(a-b)^2c^2s^2. \]

So \(D=p+q-p^2-q^2=a(1-a)+b(1-b)+2(a-b)^2c^2s^2\), and \(2c^2s^2=\tfrac12\sin^2 2t\). The extra term is twice the square of the off-diagonal entry, in agreement with item 3.

Item 5 is the case \(a=1\), \(b=0\). At \(t=\pi/4\) all four entries equal \(\tfrac12\): one orbital is still fully occupied, but both diagonal occupations are fractional. For item 6, invariance at \(t=\pi/4\) forces \((a-b)^2/2=0\), and conversely \(a=b\) removes the extra term.

## What the formal version assumes

`diagFunctional` and `traceFunctional` are \(D\) and \(T\) for a `Matrix ι ι R`, where the finite type `ι` labels orbitals and `R` is any commutative ring. Items 1 and 2 hold in that generality. The only hypothesis of `traceFunctional_conj` is `V * U = 1`, which covers orthogonal (\(V=U^T\)) and unitary (\(V=U^\dagger\)) basis changes. Item 3 takes entries in `𝕜` with `RCLike 𝕜`, meaning real or complex numbers, and assumes `n.IsHermitian`. The inequality is stated for `RCLike.re` of each side, since the values lie in `𝕜`.

`rot t` is \(R(t)\) and `rotatedOcc a b t` is \(n(a,b,t)\), both real \(2\times2\) matrices. The occupations `a` and `b` are arbitrary reals, and nowhere are eigenvalues restricted to \([0,1]\). In `diagFunctional_not_invariant` the conditions `nᵀ = n`, `n * n = n` and `Uᵀ * U = 1` say that \(n\) is a real projector and \(U\) is orthogonal; the theorem denies invariance on this class. Item 6 concerns only plane rotations of a diagonal two-orbital matrix. The prefactor, the sums over sites and spins, the construction of \(n\) from wavefunctions, and interactions with more than one parameter are not modelled.

Three hand checks, none of them in the Lean file, show what the hypotheses do. In one dimension \(n=1\), \(U=2\), \(V=1\) gives \(T(UnV)=-2\ne0=T(n)\). The non-Hermitian matrix with \(n_{12}=1\), \(n_{21}=-1\) and zero diagonal has \(D=0<T=2\). With \(n_{21}=0\) instead, \(D=T=0\) although \(n\) is not diagonal.

```lean
import Mathlib

open Matrix

namespace HubbardRotationalInvariance

variable {ι : Type*} [Fintype ι] [DecidableEq ι]
variable {R : Type*} [CommRing R] {𝕜 : Type*} [RCLike 𝕜]

/-- The diagonal-only occupation functional `∑ᵢ nᵢᵢ (1 - nᵢᵢ)`. -/
def diagFunctional (n : Matrix ι ι R) : R := ∑ i, n i i * (1 - n i i)

/-- The trace functional `Tr (n - n²)` of an occupation matrix. -/
def traceFunctional (n : Matrix ι ι R) : R := Matrix.trace (n - n * n)

/-- The real plane rotation by the angle `t`. -/
noncomputable def rot (t : ℝ) : Matrix (Fin 2) (Fin 2) ℝ :=
  !![Real.cos t, -Real.sin t; Real.sin t, Real.cos t]

/-- The two-orbital occupation matrix `diag(a, b)` conjugated by the rotation of angle `t`. -/
noncomputable def rotatedOcc (a b t : ℝ) : Matrix (Fin 2) (Fin 2) ℝ :=
  rot t * !![a, 0; 0, b] * (rot t)ᵀ

/-- The trace functional is unchanged by a change of orbital basis `n ↦ U n V` with
`V U = 1`. -/
theorem traceFunctional_conj (n U V : Matrix ι ι R) (h : V * U = 1) :
    traceFunctional (U * n * V) = traceFunctional n := by
  -- the inner factor `V U` drops out of the square
  have h1 : U * n * V - U * n * V * (U * n * V) = U * (n - n * n) * V := by
    calc U * n * V - U * n * V * (U * n * V)
        = U * n * V - U * n * (V * U) * n * V := by noncomm_ring
      _ = U * (n - n * n) * V := by rw [h]; noncomm_ring
  unfold traceFunctional
  -- cyclicity of the trace removes the outer factors
  rw [h1, Matrix.trace_mul_cycle, h, Matrix.one_mul]

/-- The diagonal-only functional minus the trace functional is the sum of `nᵢⱼ nⱼᵢ` over
pairs of distinct orbitals. -/
theorem diag_sub_trace (n : Matrix ι ι R) :
    diagFunctional n - traceFunctional n
      = ∑ i, ∑ j ∈ Finset.univ.erase i, n i j * n j i := by
  unfold diagFunctional traceFunctional
  simp only [Matrix.trace, Matrix.diag_apply, Matrix.sub_apply, Matrix.mul_apply]
  rw [← Finset.sum_sub_distrib]
  refine Finset.sum_congr rfl fun i _ => ?_
  -- split `(n²)ᵢᵢ` into the term `j = i` and the rest
  have h : n i i * n i i + ∑ j ∈ Finset.univ.erase i, n i j * n j i
      = ∑ j, n i j * n j i :=
    Finset.add_sum_erase Finset.univ (fun j => n i j * n j i) (Finset.mem_univ i)
  linear_combination (-1 : R) * h

/-- For a Hermitian occupation matrix, real or complex, the difference of the two
functionals is the sum of `|nᵢⱼ|²` over the off-diagonal entries. -/
theorem diag_sub_trace_hermitian (n : Matrix ι ι 𝕜) (hn : n.IsHermitian) :
    diagFunctional n - traceFunctional n
      = ((∑ i, ∑ j ∈ Finset.univ.erase i, ‖n i j‖ ^ 2 : ℝ) : 𝕜) := by
  rw [diag_sub_trace]
  simp only [RCLike.ofReal_sum, RCLike.ofReal_pow]
  refine Finset.sum_congr rfl fun i _ => Finset.sum_congr rfl fun j _ => ?_
  rw [← hn.apply j i]
  exact RCLike.mul_conj _

/-- For a Hermitian occupation matrix the real part of the trace functional is at most the
real part of the diagonal-only functional. -/
theorem trace_le_diag (n : Matrix ι ι 𝕜) (hn : n.IsHermitian) :
    RCLike.re (traceFunctional n) ≤ RCLike.re (diagFunctional n) := by
  have h := congrArg (fun z : 𝕜 => RCLike.re z) (diag_sub_trace_hermitian n hn)
  simp only [map_sub, RCLike.ofReal_re] at h
  have hpos : 0 ≤ ∑ i, ∑ j ∈ Finset.univ.erase i, ‖n i j‖ ^ 2 :=
    Finset.sum_nonneg fun i _ => Finset.sum_nonneg fun j _ => sq_nonneg _
  linarith

/-- For a Hermitian occupation matrix the two functionals agree exactly when all
off-diagonal entries vanish. -/
theorem diag_eq_trace_iff (n : Matrix ι ι 𝕜) (hn : n.IsHermitian) :
    diagFunctional n = traceFunctional n ↔ ∀ i j, i ≠ j → n i j = 0 := by
  rw [← sub_eq_zero, diag_sub_trace_hermitian n hn, RCLike.ofReal_eq_zero]
  constructor
  · -- a vanishing sum of non-negative terms has only vanishing terms
    intro h i j hij
    have hrow : ∀ k ∈ (Finset.univ : Finset ι),
        0 ≤ ∑ l ∈ Finset.univ.erase k, ‖n k l‖ ^ 2 :=
      fun k _ => Finset.sum_nonneg fun l _ => sq_nonneg _
    have h1 : ∑ l ∈ Finset.univ.erase i, ‖n i l‖ ^ 2 = 0 :=
      (Finset.sum_eq_zero_iff_of_nonneg hrow).mp h i (Finset.mem_univ i)
    have hent : ∀ l ∈ Finset.univ.erase i, 0 ≤ ‖n i l‖ ^ 2 := fun l _ => sq_nonneg _
    have h2 : ‖n i j‖ ^ 2 = 0 :=
      (Finset.sum_eq_zero_iff_of_nonneg hent).mp h1 j
        (Finset.mem_erase.mpr ⟨hij.symm, Finset.mem_univ j⟩)
    simpa using h2
  · intro h
    refine Finset.sum_eq_zero fun i _ => Finset.sum_eq_zero fun j hj => ?_
    rw [h i j (Finset.ne_of_mem_erase hj).symm]
    simp

/-- The plane rotation `U = R(t)` with `V = R(t)ᵀ` satisfies `V U = 1`. -/
theorem rot_orthogonal_witness (t : ℝ) : (rot t)ᵀ * rot t = 1 := by
  have h := Real.sin_sq_add_cos_sq t
  ext i j
  simp only [Matrix.mul_apply, Fin.sum_univ_two, Matrix.transpose_apply]
  fin_cases i <;> fin_cases j <;> simp [rot] <;> nlinarith [h]

/-- The entries of the rotated occupation matrix `R(t) diag(a, b) R(t)ᵀ`. -/
theorem rotatedOcc_eq (a b t : ℝ) :
    rotatedOcc a b t =
      !![a * Real.cos t ^ 2 + b * Real.sin t ^ 2, (a - b) * Real.cos t * Real.sin t;
         (a - b) * Real.cos t * Real.sin t, a * Real.sin t ^ 2 + b * Real.cos t ^ 2] := by
  ext i j
  simp only [rotatedOcc, Matrix.mul_apply, Fin.sum_univ_two, Matrix.transpose_apply]
  fin_cases i <;> fin_cases j <;> simp [rot] <;> ring

/-- The trace functional of the rotated `diag(a, b)` is `a (1 - a) + b (1 - b)` at every
angle. -/
theorem traceFunctional_rotatedOcc (a b t : ℝ) :
    traceFunctional (rotatedOcc a b t) = a * (1 - a) + b * (1 - b) := by
  unfold rotatedOcc
  rw [traceFunctional_conj _ _ _ (rot_orthogonal_witness t)]
  simp only [traceFunctional, Matrix.trace_fin_two, Matrix.sub_apply, Matrix.mul_apply,
    Fin.sum_univ_two]
  simp
  ring

/-- The diagonal-only functional of the rotated `diag(a, b)` is
`a (1 - a) + b (1 - b) + (a - b)² sin²(2t) / 2`. -/
theorem diagFunctional_rotatedOcc (a b t : ℝ) :
    diagFunctional (rotatedOcc a b t)
      = a * (1 - a) + b * (1 - b) + (a - b) ^ 2 * Real.sin (2 * t) ^ 2 / 2 := by
  have h00 : rotatedOcc a b t 0 0 = a * Real.cos t ^ 2 + b * Real.sin t ^ 2 := by
    rw [rotatedOcc_eq]; simp
  have h11 : rotatedOcc a b t 1 1 = a * Real.sin t ^ 2 + b * Real.cos t ^ 2 := by
    rw [rotatedOcc_eq]; simp
  have h := Real.sin_sq_add_cos_sq t
  unfold diagFunctional
  rw [Fin.sum_univ_two, h00, h11, Real.sin_two_mul]
  -- the two sides differ by a multiple of `sin² + cos² - 1`
  linear_combination
    (a + b - (a ^ 2 + b ^ 2) * (Real.sin t ^ 2 + Real.cos t ^ 2 + 1)) * h

/-- Rotating `diag(1, 0)` by `t` gives the diagonal-only functional `sin²(2t) / 2` and the
trace functional `0`. The diagonal-only functional is `0` before rotation and `1/2` at
`t = π/4`. -/
theorem rotation_counterexample :
    (∀ t : ℝ, diagFunctional (rotatedOcc 1 0 t) = Real.sin (2 * t) ^ 2 / 2 ∧
      traceFunctional (rotatedOcc 1 0 t) = 0) ∧
    diagFunctional (!![1, 0; 0, 0] : Matrix (Fin 2) (Fin 2) ℝ) = 0 ∧
    diagFunctional (rotatedOcc 1 0 (Real.pi / 4)) = 1 / 2 := by
  refine ⟨fun t => ⟨?_, ?_⟩, ?_, ?_⟩
  · rw [diagFunctional_rotatedOcc]; ring
  · rw [traceFunctional_rotatedOcc]; ring
  · simp [diagFunctional, Fin.sum_univ_two]
  · have h : 2 * (Real.pi / 4) = Real.pi / 2 := by ring
    rw [diagFunctional_rotatedOcc, h, Real.sin_pi_div_two]
    norm_num

/-- The diagonal-only functional is not invariant under orthogonal conjugation of real
symmetric idempotent `2 × 2` occupation matrices. -/
theorem diagFunctional_not_invariant :
    ¬ ∀ n U : Matrix (Fin 2) (Fin 2) ℝ, nᵀ = n → n * n = n → Uᵀ * U = 1 →
      diagFunctional (U * n * Uᵀ) = diagFunctional n := by
  intro h
  have hs : (!![1, 0; 0, 0] : Matrix (Fin 2) (Fin 2) ℝ)ᵀ = !![1, 0; 0, 0] := by
    ext i j
    fin_cases i <;> fin_cases j <;> rfl
  have hi : (!![1, 0; 0, 0] : Matrix (Fin 2) (Fin 2) ℝ) * !![1, 0; 0, 0]
      = !![1, 0; 0, 0] := by
    ext i j
    fin_cases i <;> fin_cases j <;> simp [Matrix.mul_apply, Fin.sum_univ_two]
  -- invariance at `t = π/4` would give `1/2 = 0`
  have h1 : diagFunctional (rotatedOcc 1 0 (Real.pi / 4))
      = diagFunctional (!![1, 0; 0, 0] : Matrix (Fin 2) (Fin 2) ℝ) :=
    h _ _ hs hi (rot_orthogonal_witness _)
  obtain ⟨_, h0, hq⟩ := rotation_counterexample
  linarith

/-- The diagonal-only functional of `diag(a, b)` is unchanged by all plane rotations
exactly when the two occupations are equal. -/
theorem diagFunctional_invariant_iff (a b : ℝ) :
    (∀ t : ℝ, diagFunctional (rotatedOcc a b t)
      = diagFunctional (!![a, 0; 0, b] : Matrix (Fin 2) (Fin 2) ℝ)) ↔ a = b := by
  have hd : diagFunctional (!![a, 0; 0, b] : Matrix (Fin 2) (Fin 2) ℝ)
      = a * (1 - a) + b * (1 - b) := by
    simp [diagFunctional, Fin.sum_univ_two]
  constructor
  · -- test the angle `π/4`, where `sin (2t) = 1`
    intro h
    have h1 := h (Real.pi / 4)
    have hpi : 2 * (Real.pi / 4) = Real.pi / 2 := by ring
    rw [diagFunctional_rotatedOcc, hd, hpi, Real.sin_pi_div_two] at h1
    have h2 : (a - b) ^ 2 = 0 := by linear_combination 2 * h1
    exact sub_eq_zero.mp ((pow_eq_zero_iff two_ne_zero).mp h2)
  · intro hab t
    rw [diagFunctional_rotatedOcc, hd, hab]
    ring

end HubbardRotationalInvariance
```

```lean
#print axioms HubbardRotationalInvariance.trace_le_diag
-- 'HubbardRotationalInvariance.trace_le_diag' depends on axioms: [propext, Classical.choice, Quot.sound]
#print axioms HubbardRotationalInvariance.diag_eq_trace_iff
-- 'HubbardRotationalInvariance.diag_eq_trace_iff' depends on axioms: [propext, Classical.choice, Quot.sound]
#print axioms HubbardRotationalInvariance.diagFunctional_not_invariant
-- 'HubbardRotationalInvariance.diagFunctional_not_invariant' depends on axioms: [propext, Classical.choice, Quot.sound]
#print axioms HubbardRotationalInvariance.diagFunctional_invariant_iff
-- 'HubbardRotationalInvariance.diagFunctional_invariant_iff' depends on axioms: [propext, Classical.choice, Quot.sound]
```

## Notes on the proof

In `traceFunctional_conj`, `h1` is the identity \(UnV-(UnV)^2=U(n-n^2)V\): `noncomm_ring` regroups the product to expose `V * U`, which `h` replaces by 1. `Matrix.trace_mul_cycle` moves \(V\) to the front. `diag_sub_trace` works row by row, and `Finset.add_sum_erase` is the split of \((n^2)_{ii}\).

`diag_sub_trace_hermitian` rewrites \(n_{ji}\) as a conjugate through `hn.apply j i` and closes with `RCLike.mul_conj`. `trace_le_diag` takes real parts and adds the non-negativity `hpos`. `diag_eq_trace_iff` applies `Finset.sum_eq_zero_iff_of_nonneg` twice, first to rows and then to entries within a row.

`rot_orthogonal_witness` and `rotatedOcc_eq` check four entries each, and the former supplies the hypothesis of item 1 in `traceFunctional_rotatedOcc`. `diagFunctional_rotatedOcc` uses the two diagonal entries, `Real.sin_two_mul` and `Real.sin_sq_add_cos_sq`. With \(\sigma=s^2+c^2\) left unsimplified, the two sides differ by

\[ (a+b)(\sigma-1)-(a^2+b^2)(\sigma^2-1)=(\sigma-1)\big[a+b-(a^2+b^2)(\sigma+1)\big], \]

and the bracket is the coefficient passed to `linear_combination`.

`rotation_counterexample` substitutes \(a=1\), \(b=0\) and uses `Real.sin_pi_div_two` at \(t=\pi/4\). `diagFunctional_not_invariant` verifies that \(\mathrm{diag}(1,0)\) is symmetric (`hs`) and idempotent (`hi`), applies the assumed invariance to \(R(\pi/4)\), and reaches \(\tfrac12=0\). `diagFunctional_invariant_iff` tests the same angle to get `(a - b) ^ 2 = 0`.
